# The Rabi transition probability for a two-level system in a rotating field

The driven system is represented by two differentiable functions \(c_1,c_2:\mathbb R\to\mathbb C\) that satisfy the Schrödinger equations at every real time, and not by a ready-made solution formula. With \(\hbar=1\), the equations are

\[
i c_1'=\tfrac{w_0}{2}c_1+Ve^{-iwt}c_2,\qquad
i c_2'=Ve^{iwt}c_1-\tfrac{w_0}{2}c_2 .
\]

Here \(w_0\) is the level splitting, \(w\) the angular frequency of the field and \(V\) the real coupling strength. For \(V>0\) and \(c(0)=(1,0)\), the goal is

\[
|c_2(t)|^2=\frac{V^2}{R^2}\sin^2(Rt),\qquad R=\sqrt{V^2+\tfrac{(w_0-w)^2}{4}} .
\]

The model has exactly two levels, constant \(V\) and \(w\), and no decay. A linearly oscillating field takes this form only after the rotating-wave approximation. Within these limits the formula gives a reference result for testing a time-dependent propagator.

```lean
import Mathlib

open Complex

namespace RotatingFieldRabi

noncomputable section
```

The factor \(e^{ikt}\) is `phase k t`.

```lean
/-- The phase factor `exp(i k t)` of angular frequency `k`. -/
def phase (k t : ℝ) : ℂ := Complex.exp (I * ((k : ℂ) * (t : ℂ)))
```

The frequency \(R\) is `rabiFreq w0 w V`. In this convention the amplitudes in the rotating frame oscillate at \(R\), and the populations, when they vary, at \(2R\).

```lean
/-- The generalised Rabi frequency `R = sqrt(V² + (w0 - w)²/4)`. -/
def rabiFreq (w0 w V : ℝ) : ℝ := Real.sqrt (V ^ 2 + (w0 - w) ^ 2 / 4)
```

The structure `SolvesRotatingField` collects differentiability and the two equations. Initial values are separate hypotheses.

```lean
/-- The amplitudes `c1`, `c2` obey the Schrödinger equation of a two-level system with
splitting `w0`, driven by a field of strength `V` rotating at frequency `w`. -/
structure SolvesRotatingField (w0 w V : ℝ) (c1 c2 : ℝ → ℂ) : Prop where
  diff1 : Differentiable ℝ c1
  diff2 : Differentiable ℝ c2
  eq1 : ∀ t, I * deriv c1 t = (w0 : ℂ) / 2 * c1 t + V * phase (-w) t * c2 t
  eq2 : ∀ t, I * deriv c2 t = V * phase w t * c1 t - (w0 : ℂ) / 2 * c2 t
```

### (a) Multiplying phase factors

Show that \(e^{ikt}e^{ilt}=e^{i(k+l)t}\). The exponents add: \(ikt+ilt=i(k+l)t\).

```lean
lemma phase_mul (k l t : ℝ) : phase k t * phase l t = phase (k + l) t := by
  unfold phase
  rw [← Complex.exp_add]
  congr 1
  push_cast
  ring
```

### (b) The modulus of a phase factor

Show that \(|e^{ikt}|^2=1\). Since \(kt\) is real, \(|e^{ikt}|^2=\cos^2(kt)+\sin^2(kt)=1\). In Lean, `normSq` is the squared modulus.

```lean
lemma normSq_phase (k t : ℝ) : normSq (phase k t) = 1 := by
  have h : I * ((k : ℂ) * (t : ℂ)) = ((k * t : ℝ) : ℂ) * I := by
    push_cast
    ring
  rw [Complex.normSq_eq_norm_sq, phase, h, Complex.norm_exp_ofReal_mul_I, one_pow]
```

### (c) Differentiating a phase factor

Find the time derivative of \(e^{ikt}\). The chain rule gives \(ik\,e^{ikt}\). `HasDerivAt f f' t` says that \(f\) is differentiable at \(t\) with derivative \(f'\).

```lean
lemma hasDerivAt_phase (k t : ℝ) : HasDerivAt (phase k) (I * k * phase k t) t := by
  have h0 : HasDerivAt (fun s : ℝ => (s : ℂ)) 1 t :=
    (hasDerivAt_id t).ofReal_comp.congr_deriv (by simp)
  exact ((h0.const_mul (k : ℂ)).const_mul I).cexp.congr_deriv (by unfold phase; ring)
```

### (d) Differentiating the cosine

Differentiate \(\cos(Rt)\), regarded as a complex-valued function of real time. The inner derivative is \(R\), so the result is \(-R\sin(Rt)\).

```lean
lemma hasDerivAt_cos (R t : ℝ) :
    HasDerivAt (fun s : ℝ => (Real.cos (R * s) : ℂ)) (-(R * (Real.sin (R * t) : ℂ))) t := by
  have hl : HasDerivAt (fun s : ℝ => R * s) R t :=
    ((hasDerivAt_id t).const_mul R).congr_deriv (mul_one R)
  exact hl.cos.ofReal_comp.congr_deriv (by push_cast; ring)
```

### (e) Differentiating the sine

Do the same for \(\sin(Rt)\). The result is \(R\cos(Rt)\).

```lean
lemma hasDerivAt_sin (R t : ℝ) :
    HasDerivAt (fun s : ℝ => (Real.sin (R * s) : ℂ)) (R * (Real.cos (R * t) : ℂ)) t := by
  have hl : HasDerivAt (fun s : ℝ => R * s) R t :=
    ((hasDerivAt_id t).const_mul R).congr_deriv (mul_one R)
  exact hl.sin.ofReal_comp.congr_deriv (by push_cast; ring)
```

### (f) The square of the Rabi frequency

Write \(d=(w_0-w)/2\) for half the detuning and show that \(R^2=d^2+V^2\). The radicand is non-negative, so squaring removes the root, and \((w_0-w)^2/4=d^2\).

```lean
lemma rabiFreq_sq (w0 w V : ℝ) : rabiFreq w0 w V ^ 2 = ((w0 - w) / 2) ^ 2 + V ^ 2 := by
  rw [rabiFreq, Real.sq_sqrt (by positivity)]
  ring
```

### (g) Positivity of the Rabi frequency

Show that \(R>0\) when \(V>0\). The radicand is at least \(V^2>0\).

```lean
lemma rabiFreq_pos (w0 w : ℝ) {V : ℝ} (hV : 0 < V) : 0 < rabiFreq w0 w V :=
  Real.sqrt_pos.mpr (by positivity)
```

### (h) Constant coefficients in the rotating frame

Put \(a=e^{iwt/2}c_1\) and \(b=e^{-iwt/2}c_2\), and find their equations of motion. The product rule gives

\[
a'=\tfrac{iw}{2}a-ie^{iwt/2}\left(\tfrac{w_0}{2}c_1+Ve^{-iwt}c_2\right)=-i(da+Vb),
\]
\[
b'=-\tfrac{iw}{2}b-ie^{-iwt/2}\left(Ve^{iwt}c_1-\tfrac{w_0}{2}c_2\right)=-i(Va-db).
\]

In the proof, `d1` and `d2` solve the Schrödinger equations for the derivatives, while `e1` and `e2` combine the phases.

```lean
/-- In the frame rotating with the field the amplitudes obey a Schrödinger equation with
constant coefficients: diagonal energies `±(w0 - w)/2` and coupling `V`. -/
theorem rotating_frame {w0 w V : ℝ} {c1 c2 : ℝ → ℂ} (h : SolvesRotatingField w0 w V c1 c2)
    (t : ℝ) :
    HasDerivAt (fun s => phase (w / 2) s * c1 s)
      (-I * (((w0 - w) / 2 : ℝ) * (phase (w / 2) t * c1 t)
        + V * (phase (-(w / 2)) t * c2 t))) t ∧
    HasDerivAt (fun s => phase (-(w / 2)) s * c2 s)
      (-I * (V * (phase (w / 2) t * c1 t)
        - ((w0 - w) / 2 : ℝ) * (phase (-(w / 2)) t * c2 t))) t := by
  have e1 : phase (w / 2) t * phase (-w) t = phase (-(w / 2)) t := by
    rw [phase_mul, show w / 2 + -w = -(w / 2) by ring]
  have e2 : phase (-(w / 2)) t * phase w t = phase (w / 2) t := by
    rw [phase_mul, show -(w / 2) + w = w / 2 by ring]
  have d1 : deriv c1 t = -I * ((w0 : ℂ) / 2 * c1 t + V * phase (-w) t * c2 t) := by
    linear_combination (-I) * h.eq1 t + deriv c1 t * I_sq
  have d2 : deriv c2 t = -I * (V * phase w t * c1 t - (w0 : ℂ) / 2 * c2 t) := by
    linear_combination (-I) * h.eq2 t + deriv c2 t * I_sq
  constructor
  · refine ((hasDerivAt_phase (w / 2) t).fun_mul (h.diff1 t).hasDerivAt).congr_deriv ?_
    push_cast
    linear_combination phase (w / 2) t * d1 - I * V * c2 t * e1
  · refine ((hasDerivAt_phase (-(w / 2)) t).fun_mul (h.diff2 t).hasDerivAt).congr_deriv ?_
    push_cast
    linear_combination phase (-(w / 2)) t * d2 - I * V * c1 t * e2
```

### (i) A conserved combination

Let \(a,b\) obey these constant-coefficient equations, with \(R^2=d^2+V^2\). Write \(C=\cos(Rt)\), \(S=\sin(Rt)\), and show that

\[
Q(t)=(RC+idS)\,a+iVS\,b
\]

keeps the value \(Ra(0)\). Differentiation gives

\[
\begin{aligned}
Q'={}&(-R^2S+idRC)a+iVRC\,b\\
&-i(RC+idS)(da+Vb)+VS(Va-db)\\
={}&(-R^2+d^2+V^2)S\,a=0 ,
\end{aligned}
\]

because the terms in \(b\) cancel. At \(t=0\), \(C=1\) and \(S=0\), so \(Q(0)=Ra(0)\). The Lean step `key` is this derivative, and `is_const_of_deriv_eq_zero` turns it into constancy.

```lean
/-- For a constant two-level Hamiltonian with diagonal energies `±d` and coupling `V`, a
combination of the two amplitudes with oscillating coefficients keeps its initial value. -/
theorem conserved_combination {d V R : ℝ} {a b : ℝ → ℂ} (hR : R ^ 2 = d ^ 2 + V ^ 2)
    (ha : ∀ t, HasDerivAt a (-I * (d * a t + V * b t)) t)
    (hb : ∀ t, HasDerivAt b (-I * (V * a t - d * b t)) t) (t : ℝ) :
    (R * (Real.cos (R * t) : ℂ) + I * d * (Real.sin (R * t) : ℂ)) * a t
      + I * V * (Real.sin (R * t) : ℂ) * b t = R * a 0 := by
  have hRc : (R : ℂ) ^ 2 = (d : ℂ) ^ 2 + (V : ℂ) ^ 2 := by exact_mod_cast hR
  have key : ∀ s, HasDerivAt (fun s : ℝ =>
      (R * (Real.cos (R * s) : ℂ) + I * d * (Real.sin (R * s) : ℂ)) * a s
        + I * V * (Real.sin (R * s) : ℂ) * b s) 0 s := by
    intro s
    refine (((((hasDerivAt_cos R s).const_mul (R : ℂ)).fun_add
      ((hasDerivAt_sin R s).const_mul (I * d))).fun_mul (ha s)).fun_add
      (((hasDerivAt_sin R s).const_mul (I * V)).fun_mul (hb s))).congr_deriv ?_
    linear_combination (-((Real.sin (R * s) : ℂ) * a s)) * hRc
      - ((d : ℂ) ^ 2 + (V : ℂ) ^ 2) * (Real.sin (R * s) : ℂ) * a s * I_sq
  have hc := is_const_of_deriv_eq_zero (fun s => (key s).differentiableAt)
    (fun s => (key s).deriv) t 0
  simpa using hc
```

### (j) Solving for the first amplitude

Express \(a(t)\) through \(a(0)\) and \(b(0)\). Exchanging the levels changes \(d\) to \(-d\), so part (i) supplies two equations:

\[
(RC+idS)a+iVSb=Ra(0),\qquad (RC-idS)b+iVSa=Rb(0).
\]

Multiply the first by \(RC-idS\), the second by \(iVS\), and subtract. The terms in \(b\) cancel, and the coefficient of \(a\) is

\[
R^2C^2+(d^2+V^2)S^2=R^2 .
\]

For \(R\ne0\), dividing by \(R\) leaves

\[
Ra(t)=(RC-idS)a(0)-iVSb(0).
\]

For \(R=0\) this identity reads \(0=0\) and does not determine \(a(t)\). Lean treats the two cases separately; `k1` and `k2` are the two equations above.

```lean
/-- `R` times the first amplitude of a constant two-level Hamiltonian at time `t`, in terms of both
initial amplitudes. -/
theorem static_propagator {d V R : ℝ} {a b : ℝ → ℂ} (hR : R ^ 2 = d ^ 2 + V ^ 2)
    (ha : ∀ t, HasDerivAt a (-I * (d * a t + V * b t)) t)
    (hb : ∀ t, HasDerivAt b (-I * (V * a t - d * b t)) t) (t : ℝ) :
    R * a t = (R * (Real.cos (R * t) : ℂ) - I * d * (Real.sin (R * t) : ℂ)) * a 0
      - I * V * (Real.sin (R * t) : ℂ) * b 0 := by
  have k1 := conserved_combination hR ha hb t
  -- exchanging the two levels reverses the sign of `d`
  have k2 := conserved_combination (d := -d) (V := V) (R := R) (a := b) (b := a)
    (by rw [hR]; ring)
    (fun s => (hb s).congr_deriv (by push_cast; ring))
    (fun s => (ha s).congr_deriv (by push_cast; ring)) t
  rw [Complex.ofReal_neg] at k2
  have hRc : (R : ℂ) ^ 2 = (d : ℂ) ^ 2 + (V : ℂ) ^ 2 := by exact_mod_cast hR
  have hcs : (Real.sin (R * t) : ℂ) ^ 2 + (Real.cos (R * t) : ℂ) ^ 2 = 1 := by
    exact_mod_cast Real.sin_sq_add_cos_sq (R * t)
  by_cases h0 : R = 0
  · simp [h0]
  · apply mul_left_cancel₀ (Complex.ofReal_ne_zero.mpr h0)
    linear_combination
      (R * (Real.cos (R * t) : ℂ) - I * d * (Real.sin (R * t) : ℂ)) * k1
      - I * V * (Real.sin (R * t) : ℂ) * k2 - (R : ℂ) ^ 2 * a t * hcs
      + (Real.sin (R * t) : ℂ) ^ 2 * a t * hRc
      + ((d : ℂ) ^ 2 + (V : ℂ) ^ 2) * (Real.sin (R * t) : ℂ) ^ 2 * a t * I_sq
```

### (k) Both amplitudes for any initial state

Return to \(c_1,c_2\). At \(t=0\) the phases equal 1, hence \(a(0)=c_1(0)\) and \(b(0)=c_2(0)\). Part (j), used once as it stands and once with the levels exchanged, gives

\[
Re^{iwt/2}c_1(t)=(RC-idS)c_1(0)-iVSc_2(0),
\]
\[
Re^{-iwt/2}c_2(t)=(RC+idS)c_2(0)-iVSc_1(0).
\]

When \(R>0\), these equations fix the motion completely, so a separate uniqueness theorem for differential equations is unnecessary.

```lean
/-- Both amplitudes in the rotating field at time `t`, each multiplied by a phase factor and by the
generalised Rabi frequency, in terms of arbitrary initial amplitudes. -/
theorem rabi_propagator {w0 w V : ℝ} {c1 c2 : ℝ → ℂ}
    (h : SolvesRotatingField w0 w V c1 c2) (t : ℝ) :
    let R := rabiFreq w0 w V
    let d := (w0 - w) / 2
    R * (phase (w / 2) t * c1 t) =
      (R * (Real.cos (R * t) : ℂ) - I * d * (Real.sin (R * t) : ℂ)) * c1 0
        - I * V * (Real.sin (R * t) : ℂ) * c2 0 ∧
    R * (phase (-(w / 2)) t * c2 t) =
      (R * (Real.cos (R * t) : ℂ) + I * d * (Real.sin (R * t) : ℂ)) * c2 0
        - I * V * (Real.sin (R * t) : ℂ) * c1 0 := by
  intro R d
  have hR : R ^ 2 = d ^ 2 + V ^ 2 := rabiFreq_sq w0 w V
  have p0 : ∀ k, phase k 0 = 1 := fun k => by simp [phase]
  have k1 := static_propagator hR (fun s => (rotating_frame h s).1)
    (fun s => (rotating_frame h s).2) t
  have k2 := static_propagator (d := -d) (V := V) (R := R)
    (a := fun s => phase (-(w / 2)) s * c2 s) (b := fun s => phase (w / 2) s * c1 s)
    (by rw [hR]; ring)
    (fun s => (rotating_frame h s).2.congr_deriv (by rw [Complex.ofReal_neg]; ring))
    (fun s => (rotating_frame h s).1.congr_deriv (by rw [Complex.ofReal_neg]; ring)) t
  simp only [p0, one_mul, Complex.ofReal_neg] at k1 k2
  exact ⟨k1, by linear_combination k2⟩
```

### (l) The transition probability

Start from \(c(0)=(1,0)\) with \(V>0\), and find \(|c_2(t)|^2\). The second equation of part (k) becomes \(Re^{-iwt/2}c_2=-iVS\). Squared moduli give \(R^2|c_2|^2=V^2S^2\), and division by \(R^2>0\) gives the Rabi formula. In Lean, `congrArg normSq` takes the squared moduli.

The hypotheses matter. If \(c_1(0)=1\) is omitted, the zero functions satisfy all the others, yet \(|c_2|^2=0\) disagrees with the formula whenever \(\sin(Rt)\ne0\). The zero functions are not a physical state; for a normalised state, \(c_2(0)=0\) gives \(|c_1(0)|=1\), and the formula still holds. If \(V>0\) is omitted, \(V=0\) and \(w=w_0\) give \(R=0\), so the asserted positivity fails.

```lean
/-- **Rabi formula.** For `V > 0` and `c(0) = (1, 0)`, the population of the second level is
`(V²/R²) sin²(R t)`, with a positive generalised Rabi frequency `R`. -/
theorem rabi_formula {w0 w V : ℝ} {c1 c2 : ℝ → ℂ} (hV : 0 < V)
    (h : SolvesRotatingField w0 w V c1 c2) (h1 : c1 0 = 1) (h2 : c2 0 = 0) (t : ℝ) :
    0 < rabiFreq w0 w V ∧
    ‖c2 t‖ ^ 2 = V ^ 2 / rabiFreq w0 w V ^ 2 * Real.sin (rabiFreq w0 w V * t) ^ 2 := by
  have hR := rabiFreq_pos w0 w hV
  refine ⟨hR, ?_⟩
  have hn := congrArg normSq (rabi_propagator h t).2
  simp only [h1, h2, mul_zero, mul_one, zero_sub, normSq_neg, normSq_mul, normSq_ofReal,
    normSq_I, normSq_phase, one_mul] at hn
  rw [Complex.sq_norm, div_mul_eq_mul_div, eq_div_iff (pow_pos hR 2).ne']
  linear_combination hn
```

### (m) The survival probability

For the same initial state, find \(|c_1(t)|^2\). Now \(Re^{iwt/2}c_1=RC-idS\), with real part \(RC\) and imaginary part \(-dS\). Therefore

\[
|c_1(t)|^2=\cos^2(Rt)+\frac{d^2}{R^2}\sin^2(Rt).
\]

The Lean equation `e` separates these real and imaginary parts before the squared modulus is taken.

```lean
/-- Starting from `c(0) = (1, 0)`, the population remaining in the first level is
`cos²(R t) + ((w0 - w)/2)²/R² sin²(R t)`. -/
theorem survival_probability {w0 w V : ℝ} {c1 c2 : ℝ → ℂ} (hV : 0 < V)
    (h : SolvesRotatingField w0 w V c1 c2) (h1 : c1 0 = 1) (h2 : c2 0 = 0) (t : ℝ) :
    ‖c1 t‖ ^ 2 = Real.cos (rabiFreq w0 w V * t) ^ 2
      + ((w0 - w) / 2) ^ 2 / rabiFreq w0 w V ^ 2 * Real.sin (rabiFreq w0 w V * t) ^ 2 := by
  have hR := rabiFreq_pos w0 w hV
  have e : (rabiFreq w0 w V : ℂ) * (phase (w / 2) t * c1 t)
      = ((rabiFreq w0 w V * Real.cos (rabiFreq w0 w V * t) : ℝ) : ℂ)
        + ((-((w0 - w) / 2 * Real.sin (rabiFreq w0 w V * t)) : ℝ) : ℂ) * I := by
    have hp := (rabi_propagator h t).1
    simp only [h1, h2] at hp
    rw [hp]
    push_cast
    ring
  have hn := congrArg normSq e
  rw [normSq_mul, normSq_mul, normSq_ofReal, normSq_phase, normSq_add_mul_I] at hn
  rw [Complex.sq_norm, div_mul_eq_mul_div, ← sub_eq_iff_eq_add',
    eq_div_iff (pow_pos hR 2).ne']
  linear_combination hn
```

### (n) An explicit motion

Show that for every \(V>0\) a solution with \(c(0)=(1,0)\) exists. Take

\[
c_1=e^{-iwt/2}\left(C-\frac{id}{R}S\right),\qquad c_2=-\frac{iV}{R}e^{iwt/2}S .
\]

At \(t=0\) these equal 1 and 0. For the first equation,

\[
\begin{aligned}
ic_1'&=\tfrac w2c_1+e^{-iwt/2}(dC-iRS)\\
&=\tfrac w2c_1+d\,c_1-\frac{iV^2}{R}e^{-iwt/2}S\\
&=\tfrac{w_0}{2}c_1+Ve^{-iwt}c_2 ,
\end{aligned}
\]

where the second line uses \(R=(d^2+V^2)/R\). For the second equation,

\[
\begin{aligned}
ic_2'&=-\tfrac w2c_2+Ve^{iwt/2}C\\
&=-\tfrac w2c_2+Ve^{iwt}c_1-d\,c_2\\
&=Ve^{iwt}c_1-\tfrac{w_0}{2}c_2 .
\end{aligned}
\]

The first amplitude is `rabiUpper`, named for the level that lies higher when \(w_0>0\).

```lean
/-- An explicit first amplitude for the rotating-field problem. -/
def rabiUpper (w0 w V t : ℝ) : ℂ :=
  phase (-(w / 2)) t * ((Real.cos (rabiFreq w0 w V * t) : ℂ)
    - I * (((w0 : ℂ) - w) / 2 / rabiFreq w0 w V) * (Real.sin (rabiFreq w0 w V * t) : ℂ))
```

The second amplitude is `rabiLower`.

```lean
/-- An explicit second amplitude for the rotating-field problem. -/
def rabiLower (w0 w V t : ℝ) : ℂ :=
  phase (w / 2) t *
    (-(I * ((V : ℂ) / rabiFreq w0 w V)) * (Real.sin (rabiFreq w0 w V * t) : ℂ))
```

The proof obtains both derivatives from the product rule (`hu`, `hl`). In each equation `e` combines the phases and `hr` cancels \(R\); `hRr` supplies \(R=(d^2+V^2)/R\) for the first.

```lean
/-- The explicit amplitudes solve the rotating-field equations and start from `(1, 0)`. -/
theorem rabi_solution_witness (w0 w : ℝ) {V : ℝ} (hV : 0 < V) :
    SolvesRotatingField w0 w V (rabiUpper w0 w V) (rabiLower w0 w V) ∧
    rabiUpper w0 w V 0 = 1 ∧ rabiLower w0 w V 0 = 0 := by
  have hR0 : (rabiFreq w0 w V : ℂ) ≠ 0 :=
    Complex.ofReal_ne_zero.mpr (rabiFreq_pos w0 w hV).ne'
  have hRc : (rabiFreq w0 w V : ℂ) ^ 2 = (((w0 : ℂ) - w) / 2) ^ 2 + (V : ℂ) ^ 2 := by
    exact_mod_cast rabiFreq_sq w0 w V
  have hu := fun t : ℝ => (hasDerivAt_phase (-(w / 2)) t).fun_mul
    ((hasDerivAt_cos (rabiFreq w0 w V) t).fun_sub ((hasDerivAt_sin (rabiFreq w0 w V) t).const_mul
      (I * (((w0 : ℂ) - w) / 2 / rabiFreq w0 w V))))
  have hl := fun t : ℝ => (hasDerivAt_phase (w / 2) t).fun_mul
    ((hasDerivAt_sin (rabiFreq w0 w V) t).const_mul (-(I * ((V : ℂ) / rabiFreq w0 w V))))
  refine ⟨⟨fun t => (hu t).differentiableAt, fun t => (hl t).differentiableAt,
    fun t => ?_, fun t => ?_⟩, by simp [rabiUpper, phase], by simp [rabiLower]⟩
  · have e : phase (-w) t * phase (w / 2) t = phase (-(w / 2)) t := by
      rw [phase_mul, show -w + w / 2 = -(w / 2) by ring]
    have hr : (rabiFreq w0 w V : ℂ)⁻¹ * rabiFreq w0 w V = 1 := inv_mul_cancel₀ hR0
    have hRr : (rabiFreq w0 w V : ℂ)⁻¹ * ((((w0 : ℂ) - w) / 2) ^ 2 + (V : ℂ) ^ 2)
        = rabiFreq w0 w V := by
      rw [← hRc, sq, inv_mul_cancel_left₀ hR0]
    have hd : deriv (rabiUpper w0 w V) t = _ := (hu t).deriv
    rw [hd]
    unfold rabiUpper rabiLower
    simp only [Complex.ofReal_neg, Complex.ofReal_div, Complex.ofReal_ofNat]
    generalize (Real.cos (rabiFreq w0 w V * t) : ℂ) = C
    generalize (Real.sin (rabiFreq w0 w V * t) : ℂ) = S
    generalize (rabiFreq w0 w V : ℂ) = R at *
    linear_combination
      (-((w : ℂ) / 2 * phase (-(w / 2)) t * (C - I * (((w0 : ℂ) - w) / 2) * R⁻¹ * S))
        - phase (-(w / 2)) t * (((w0 : ℂ) - w) / 2) * R⁻¹ * R * C) * I_sq
      + phase (-(w / 2)) t * (((w0 : ℂ) - w) / 2) * C * hr
      + I * (V : ℂ) ^ 2 * R⁻¹ * S * e
      + I * phase (-(w / 2)) t * S * hRr
  · have e : phase w t * phase (-(w / 2)) t = phase (w / 2) t := by
      rw [phase_mul, show w + -(w / 2) = w / 2 by ring]
    have hr : (rabiFreq w0 w V : ℂ)⁻¹ * rabiFreq w0 w V = 1 := inv_mul_cancel₀ hR0
    have hd : deriv (rabiLower w0 w V) t = _ := (hl t).deriv
    rw [hd]
    unfold rabiUpper rabiLower
    simp only [Complex.ofReal_div, Complex.ofReal_ofNat]
    generalize (Real.cos (rabiFreq w0 w V * t) : ℂ) = C
    generalize (Real.sin (rabiFreq w0 w V * t) : ℂ) = S
    generalize (rabiFreq w0 w V : ℂ) = R at *
    linear_combination
      ((w : ℂ) / 2 * phase (w / 2) t * (-(I * V * R⁻¹ * S))
        - phase (w / 2) t * V * R⁻¹ * R * C) * I_sq
      + phase (w / 2) t * V * C * hr
      - V * (C - I * (((w0 : ℂ) - w) / 2) * R⁻¹ * S) * e

end

end RotatingFieldRabi
```

```lean
#print axioms RotatingFieldRabi.rabi_propagator
#print axioms RotatingFieldRabi.rabi_formula
#print axioms RotatingFieldRabi.survival_probability
```

```
'RotatingFieldRabi.rabi_propagator' depends on axioms: [propext, Classical.choice, Quot.sound]
'RotatingFieldRabi.rabi_formula' depends on axioms: [propext, Classical.choice, Quot.sound]
'RotatingFieldRabi.survival_probability' depends on axioms: [propext, Classical.choice, Quot.sound]
```
